# The overlap of two Slater determinants with orthonormal orbitals has modulus at most one

If the $N$ columns of $A$ are orthonormal orbitals, expanded in a finite orthonormal basis, and so are the $N$ columns of $B$, in the same basis, then the overlap of their Slater determinants is $\det(A^\dagger B)$ and $|\det(A^\dagger B)|\le 1$. The modulus equals one exactly when $B=AU$ for some unitary $N\times N$ matrix $U$.

```lean
import Mathlib

open Matrix
open scoped ComplexOrder

namespace SlaterOverlap

noncomputable section

variable {m : Type*} [Fintype m] {N : ℕ}

/-- The `N`-particle amplitude of the Slater determinant whose orbitals are the columns of `A`,
at the configuration in which particle `i` occupies the basis state `x i`. -/
def slater (A : Matrix m (Fin N) ℂ) (x : Fin N → m) : ℂ :=
  (((√(N.factorial : ℝ))⁻¹ : ℝ) : ℂ) * (A.submatrix x id).det

/-- The inner product of two `N`-particle amplitudes, summed over all configurations. -/
def overlap (Ψ Φ : (Fin N → m) → ℂ) : ℂ := ∑ x, star (Ψ x) * Φ x

omit [Fintype m] in
/-- Permuting the particles multiplies a Slater determinant by the sign of the permutation. -/
theorem slater_antisymm (A : Matrix m (Fin N) ℂ) (x : Fin N → m) (σ : Equiv.Perm (Fin N)) :
    slater A (x ∘ σ) = ((Equiv.Perm.sign σ : ℤ) : ℂ) * slater A x := by
  have h : (A.submatrix (x ∘ σ) id).det
      = ((Equiv.Perm.sign σ : ℤ) : ℂ) * (A.submatrix x id).det :=
    Matrix.det_permute σ (A.submatrix x id)
  unfold slater
  rw [h]
  ring

/-- The Hartree product of the orbitals of `A`, paired with the unnormalized determinant of the
orbitals of `B`, gives the determinant of the orbital overlap matrix. -/
theorem hartree_overlap (A B : Matrix m (Fin N) ℂ) :
    ∑ y : Fin N → m, (∏ i, star (A (y i) i)) * (B.submatrix y id).det = (Aᴴ * B).det := by
  have h : ∀ y : Fin N → m, (B.submatrix y id).det
      = ∑ τ : Equiv.Perm (Fin N), ((Equiv.Perm.sign τ : ℤ) : ℂ) * ∏ i, B (y i) (τ i) := by
    intro y
    rw [← Matrix.det_transpose, Matrix.det_apply']
    rfl
  simp_rw [h, Finset.mul_sum]
  rw [Finset.sum_comm, ← Matrix.det_transpose (Aᴴ * B), Matrix.det_apply']
  refine Finset.sum_congr rfl fun τ _ => ?_
  -- a product of one-particle overlaps is a sum over configurations
  have e : ∏ i, (Aᴴ * B)ᵀ (τ i) i
      = ∑ y : Fin N → m, ∏ i, (star (A (y i) i) * B (y i) (τ i)) := by
    simp only [Matrix.transpose_apply, Matrix.mul_apply, Matrix.conjTranspose_apply]
    rw [Finset.prod_univ_sum, Fintype.piFinset_univ]
  rw [e, Finset.mul_sum]
  refine Finset.sum_congr rfl fun y _ => ?_
  rw [Finset.prod_mul_distrib]
  ring

/-- The overlap of two Slater determinants is the determinant of the matrix of overlaps
between their orbitals. -/
theorem slater_overlap (A B : Matrix m (Fin N) ℂ) :
    overlap (slater A) (slater B) = (Aᴴ * B).det := by
  have h : ∀ x : Fin N → m, star (A.submatrix x id).det
      = ∑ σ : Equiv.Perm (Fin N),
        ((Equiv.Perm.sign σ : ℤ) : ℂ) * ∏ i, star (A (x (σ i)) i) := by
    intro x
    rw [← Matrix.det_conjTranspose, ← Matrix.det_transpose, Matrix.det_apply']
    rfl
  -- every permutation contributes the same amount, after relabelling the particles
  have each : ∀ σ : Equiv.Perm (Fin N), ∑ x : Fin N → m,
      ((Equiv.Perm.sign σ : ℤ) : ℂ) * (∏ i, star (A (x (σ i)) i)) * (B.submatrix x id).det
      = (Aᴴ * B).det := by
    intro σ
    rw [← hartree_overlap]
    refine Fintype.sum_equiv (Equiv.arrowCongr σ.symm (Equiv.refl m)) _ _ fun x => ?_
    have hp : (B.submatrix (x ∘ σ) id).det
        = ((Equiv.Perm.sign σ : ℤ) : ℂ) * (B.submatrix x id).det :=
      Matrix.det_permute σ (B.submatrix x id)
    change _ = (∏ i, star (A (x (σ i)) i)) * (B.submatrix (x ∘ σ) id).det
    rw [hp]
    ring
  have key : ∑ x : Fin N → m, star (A.submatrix x id).det * (B.submatrix x id).det
      = (N.factorial : ℂ) * (Aᴴ * B).det := by
    simp_rw [h, Finset.sum_mul]
    rw [Finset.sum_comm, Finset.sum_congr rfl fun σ _ => each σ]
    simp [Fintype.card_perm]
  have hs : ∀ r : ℝ, star (r : ℂ) = r := fun r => Complex.conj_ofReal r
  have hr : (√(N.factorial : ℝ))⁻¹ * (√(N.factorial : ℝ))⁻¹ * (N.factorial : ℝ) = 1 := by
    rw [← mul_inv, Real.mul_self_sqrt (by positivity)]
    exact inv_mul_cancel₀ (by positivity)
  have hc : (((√(N.factorial : ℝ))⁻¹ : ℝ) : ℂ) * (((√(N.factorial : ℝ))⁻¹ : ℝ) : ℂ)
      * (N.factorial : ℂ) = 1 := by exact_mod_cast hr
  calc overlap (slater A) (slater B)
      = (((√(N.factorial : ℝ))⁻¹ : ℝ) : ℂ) * (((√(N.factorial : ℝ))⁻¹ : ℝ) : ℂ)
        * ∑ x : Fin N → m, star (A.submatrix x id).det * (B.submatrix x id).det := by
        unfold overlap
        rw [Finset.mul_sum]
        refine Finset.sum_congr rfl fun x _ => ?_
        simp only [slater, star_mul', hs]
        ring
    _ = (Aᴴ * B).det := by rw [key, ← mul_assoc, hc, one_mul]

/-- The Cauchy-Schwarz inequality for `N`-particle amplitudes. -/
theorem overlap_cauchy_schwarz (Ψ Φ : (Fin N → m) → ℂ) :
    ‖overlap Ψ Φ‖ ^ 2 ≤ (overlap Ψ Ψ).re * (overlap Φ Φ).re := by
  have h : ∀ Θ : (Fin N → m) → ℂ, (overlap Θ Θ).re = ∑ x, ‖Θ x‖ ^ 2 := by
    intro Θ
    simp only [overlap, Complex.re_sum]
    refine Finset.sum_congr rfl fun x _ => ?_
    rw [Complex.sq_norm, Complex.normSq_apply]
    simp only [Complex.star_def, Complex.mul_re, Complex.conj_re, Complex.conj_im]
    ring
  have hle : ‖overlap Ψ Φ‖ ≤ ∑ x, ‖Ψ x‖ * ‖Φ x‖ := by
    unfold overlap
    refine (norm_sum_le _ _).trans_eq ?_
    simp only [norm_mul, norm_star]
  rw [h, h]
  exact (pow_le_pow_left₀ (norm_nonneg _) hle 2).trans
    (Finset.sum_mul_sq_le_sq_mul_sq _ _ _)

/-- For arbitrary orbitals, the squared modulus of the determinant of mutual overlaps is at most
the product of the two Gram determinants. -/
theorem gram_bound (A B : Matrix m (Fin N) ℂ) :
    ‖(Aᴴ * B).det‖ ^ 2 ≤ (Aᴴ * A).det.re * (Bᴴ * B).det.re := by
  simpa only [slater_overlap] using overlap_cauchy_schwarz (slater A) (slater B)

/-- If the orbitals within `A` and within `B` are orthonormal, the determinant of their mutual
overlaps has modulus at most one. -/
theorem norm_det_overlap_le_one (A B : Matrix m (Fin N) ℂ) (hA : Aᴴ * A = 1)
    (hB : Bᴴ * B = 1) : ‖(Aᴴ * B).det‖ ≤ 1 := by
  have h := gram_bound A B
  rw [hA, hB] at h
  simp only [Matrix.det_one, Complex.one_re, mul_one] at h
  nlinarith [norm_nonneg (Aᴴ * B).det]

/-- If an `N` by `N` matrix `S` has a determinant of modulus one, the trace of `Sᴴ S` is
at least `N`. -/
theorem card_le_trace (S : Matrix (Fin N) (Fin N) ℂ) (h : ‖S.det‖ = 1) :
    (N : ℝ) ≤ (Sᴴ * S).trace.re := by
  have hP := Matrix.posSemidef_conjTranspose_mul_self S
  have h1 : (Sᴴ * S).det = 1 := by
    rw [Matrix.det_mul, Matrix.det_conjTranspose, Complex.star_def, mul_comm,
      Complex.mul_conj, Complex.normSq_eq_norm_sq, h]
    norm_num
  have h2 : ∏ i, hP.1.eigenvalues i = 1 := by
    have h3 : ((∏ i, hP.1.eigenvalues i : ℝ) : ℂ) = 1 := by
      rw [Complex.ofReal_prod, ← h1]
      exact hP.1.det_eq_prod_eigenvalues.symm
    exact_mod_cast h3
  have h4 : (Sᴴ * S).trace = ((∑ i, hP.1.eigenvalues i : ℝ) : ℂ) := by
    rw [Complex.ofReal_sum]
    exact hP.1.trace_eq_sum_eigenvalues
  have hne : ∀ i, hP.1.eigenvalues i ≠ 0 := by
    intro i hi
    have h0 := Finset.prod_eq_zero (Finset.mem_univ i) hi
    linarith
  have hl : Real.log (∏ i, hP.1.eigenvalues i) = ∑ i, Real.log (hP.1.eigenvalues i) := by
    rw [Real.log_prod]
    exact fun i _ => hne i
  rw [h2, Real.log_one] at hl
  -- sum the inequality log x ≤ x - 1 over the eigenvalues
  have hsum : ∑ i, Real.log (hP.1.eigenvalues i) ≤ ∑ i, (hP.1.eigenvalues i - 1) :=
    Finset.sum_le_sum fun i _ => Real.log_le_sub_one_of_pos
      (lt_of_le_of_ne (hP.eigenvalues_nonneg i) (hne i).symm)
  rw [← hl, Finset.sum_sub_distrib] at hsum
  simp only [Finset.sum_const, Finset.card_univ, Fintype.card_fin, nsmul_eq_mul,
    mul_one] at hsum
  rw [h4, Complex.ofReal_re]
  linarith

/-- For orthonormal orbitals, the overlap determinant has modulus one exactly when the two sets
of orbitals are related by a unitary mixing. -/
theorem norm_det_overlap_eq_one_iff (A B : Matrix m (Fin N) ℂ) (hA : Aᴴ * A = 1)
    (hB : Bᴴ * B = 1) :
    ‖(Aᴴ * B).det‖ = 1 ↔ ∃ U ∈ Matrix.unitaryGroup (Fin N) ℂ, B = A * U := by
  constructor
  · intro h
    obtain ⟨S, hS⟩ : ∃ S, S = Aᴴ * B := ⟨_, rfl⟩
    have hS' : Bᴴ * A = Sᴴ := by
      rw [hS, Matrix.conjTranspose_mul, Matrix.conjTranspose_conjTranspose]
    rw [← hS] at h
    -- the part of B outside the span of A
    have hD : (B - A * S)ᴴ * (B - A * S) = 1 - Sᴴ * S := by
      rw [Matrix.conjTranspose_sub, Matrix.conjTranspose_mul, Matrix.sub_mul,
        Matrix.mul_sub, Matrix.mul_sub, hB, ← Matrix.mul_assoc Bᴴ A S, hS',
        Matrix.mul_assoc Sᴴ Aᴴ B, ← hS, Matrix.mul_assoc Sᴴ Aᴴ (A * S),
        ← Matrix.mul_assoc Aᴴ A S, hA, Matrix.one_mul]
      abel
    have hn := Complex.nonneg_iff.1
      (Matrix.posSemidef_conjTranspose_mul_self (B - A * S)).trace_nonneg
    have ht : ((B - A * S)ᴴ * (B - A * S)).trace.re = N - (Sᴴ * S).trace.re := by
      rw [hD, Matrix.trace_sub, Matrix.trace_one, Complex.sub_re, Fintype.card_fin,
        Complex.natCast_re]
    have hz : ((B - A * S)ᴴ * (B - A * S)).trace = 0 := by
      apply Complex.ext
      · rw [Complex.zero_re]
        linarith [card_le_trace S h, hn.1]
      · exact hn.2.symm
    have h0 : B - A * S = 0 := Matrix.trace_conjTranspose_mul_self_eq_zero_iff.1 hz
    rw [h0, Matrix.mul_zero] at hD
    exact ⟨S, Matrix.mem_unitaryGroup_iff'.2 (sub_eq_zero.1 hD.symm).symm,
      sub_eq_zero.1 h0⟩
  · rintro ⟨U, hU, rfl⟩
    rw [← Matrix.mul_assoc, hA, Matrix.one_mul]
    have h := congrArg (fun M => ‖Matrix.det M‖) (Matrix.mem_unitaryGroup_iff'.1 hU)
    simp only [Matrix.star_eq_conjTranspose, Matrix.det_mul, Matrix.det_conjTranspose,
      norm_mul, norm_star, Matrix.det_one, norm_one] at h
    nlinarith [norm_nonneg U.det]

/-- Two electrons in three basis states: rotating the second orbital towards the empty state,
with cosine `c` and sine `s`, keeps the orbitals orthonormal and gives the overlap `c`. -/
theorem rotated_orbital_witness (c s : ℝ) (h : c ^ 2 + s ^ 2 = 1) :
    let A : Matrix (Fin 3) (Fin 2) ℂ := !![1, 0; 0, 1; 0, 0]
    let B : Matrix (Fin 3) (Fin 2) ℂ := !![1, 0; 0, (c : ℂ); 0, (s : ℂ)]
    Aᴴ * A = 1 ∧ Bᴴ * B = 1 ∧ (Aᴴ * B).det = c := by
  have h' : (c : ℂ) * c + s * s = 1 := by
    have hr : c * c + s * s = 1 := by linarith
    exact_mod_cast hr
  refine ⟨?_, ?_, ?_⟩
  · ext i j
    fin_cases i <;> fin_cases j <;> simp [Matrix.mul_apply, Fin.sum_univ_succ]
  · ext i j
    fin_cases i <;> fin_cases j <;> simp [Matrix.mul_apply, Fin.sum_univ_succ, h']
  · rw [Matrix.det_fin_two]
    simp [Matrix.mul_apply, Fin.sum_univ_succ]

end

end SlaterOverlap
```

```lean
#print axioms SlaterOverlap.slater_antisymm
#print axioms SlaterOverlap.norm_det_overlap_le_one
#print axioms SlaterOverlap.norm_det_overlap_eq_one_iff
```

```
'SlaterOverlap.slater_antisymm' depends on axioms: [propext, Classical.choice, Quot.sound]
'SlaterOverlap.norm_det_overlap_le_one' depends on axioms: [propext, Classical.choice, Quot.sound]
'SlaterOverlap.norm_det_overlap_eq_one_iff' depends on axioms: [propext, Classical.choice, Quot.sound]
```

## Orbitals, configurations and overlaps

Two independent-particle descriptions of the same $N$ electrons, for instance from two self-consistent solutions, generally use different occupied orbitals. The question is how much the two many-electron states have in common. For normalized states the overlap is a probability amplitude, so its modulus should not exceed one, and a modulus of one should mean that the states agree up to a phase.

The finite type `m` labels an orthonormal basis of one-particle states; for electrons these are spin orbitals. A matrix `A : Matrix m (Fin N) ℂ` holds one occupied orbital per column, so $A_{pj}$ is the coefficient of basis state $p$ in orbital $j$. Both particles and orbitals are numbered by `Fin N`, that is, from $0$ to $N-1$. A configuration `x : Fin N → m` puts particle $i$ into basis state $x_i$, and `slater A` is the amplitude

$$\Psi_A(x)=\frac{1}{\sqrt{N!}}\,\det\big[A_{x_i,j}\big]_{i,j}.$$

The function `overlap` is the inner product $\langle\Psi|\Phi\rangle=\sum_x\overline{\Psi(x)}\,\Phi(x)$, conjugate-linear in its first argument. It runs over all ordered configurations, which is why the prefactor is $1/\sqrt{N!}$. The name `slater` applies to any coefficient matrix, including one whose orbitals are not orthonormal; the squared norm of $\Psi_A$ is then $\det(A^\dagger A)$, which need not be one.

In the theorems, `Aᴴ` is $A^\dagger$, and the hypothesis `Aᴴ * A = 1` says that the orbitals within $A$ are orthonormal. The same is required within $B$, while nothing is assumed about the overlaps between the two sets. In words:

- `slater_overlap` says that $\langle\Psi_A|\Psi_B\rangle=\det(A^\dagger B)$ for any orbitals.
- `gram_bound` says that $|\det(A^\dagger B)|^2\le\det(A^\dagger A)\det(B^\dagger B)$, again for any orbitals. The Lean statement takes real parts on the right because determinants of complex matrices are complex numbers.
- `norm_det_overlap_le_one` gives the bound by one for orthonormal orbitals.
- `norm_det_overlap_eq_one_iff` characterizes equality in that bound.

The step from this model to a molecule is the expansion of both orbital sets in one common, finite, orthonormal basis. Atomic orbitals on different centres are in general not orthogonal, so orbital coefficients given in a nonorthogonal atomic-orbital basis have to be transformed to an orthonormal basis before these matrices apply.

In nonorthogonal configuration interaction, overlaps of this kind fill the overlap matrix between the reference determinants; the bound holds for each entry whose two determinants are built from orthonormal orbitals in such a common basis.

## From configurations to an $N\times N$ determinant

Exchanging particles permutes the rows of $[A_{x_i,j}]$, so $\Psi_A(x\circ\sigma)=\operatorname{sgn}(\sigma)\,\Psi_A(x)$. This is `slater_antisymm`, obtained from Mathlib's `Matrix.det_permute`.

Consider first a Hartree product of the orbitals of $A$, paired with the unnormalized determinant of $B$. Expanding that determinant over permutations $\tau$ gives

$$\sum_y\prod_i\overline{A_{y_i,i}}\;\det[B_{y_i,j}]
=\sum_\tau\operatorname{sgn}(\tau)\sum_y\prod_i\overline{A_{y_i,i}}\,B_{y_i,\tau(i)}.$$

The sum over $y$ runs over each $y_i$ independently, so it factorizes:

$$\sum_y\prod_i\overline{A_{y_i,i}}\,B_{y_i,\tau(i)}=\prod_i\sum_{p}\overline{A_{p,i}}\,B_{p,\tau(i)}=\prod_i(A^\dagger B)_{i,\tau(i)}.$$

Summing over $\tau$ with signs yields $\det(A^\dagger B)$. This is `hartree_overlap`, where `Finset.prod_univ_sum` performs the factorization.

Now expand the conjugated determinant of $A$ as well:

$$\overline{\det[A_{x_i,j}]}=\sum_\sigma\operatorname{sgn}(\sigma)\prod_i\overline{A_{x_{\sigma(i)},i}}.$$

For a fixed $\sigma$, relabel the configurations by $y=x\circ\sigma$. Since $\det[B_{y_i,j}]=\operatorname{sgn}(\sigma)\det[B_{x_i,j}]$, the sign is absorbed and

$$\sum_x\operatorname{sgn}(\sigma)\prod_i\overline{A_{x_{\sigma(i)},i}}\,\det[B_{x_i,j}]
=\sum_y\prod_i\overline{A_{y_i,i}}\,\det[B_{y_i,j}]=\det(A^\dagger B).$$

All $N!$ permutations therefore contribute equally, and the two factors $1/\sqrt{N!}$ cancel their number. In `slater_overlap`, the step called `each` carries out the relabelling with `Fintype.sum_equiv`, `key` adds the equal terms, and the closing `calc` block applies the normalization.

## The bound from Cauchy–Schwarz

For any two amplitudes, the triangle inequality followed by the real Cauchy–Schwarz inequality gives

$$|\langle\Psi|\Phi\rangle|^2\le\Big(\sum_x|\Psi(x)||\Phi(x)|\Big)^2\le\sum_x|\Psi(x)|^2\sum_x|\Phi(x)|^2 .$$

These are the steps `norm_sum_le` and `Finset.sum_mul_sq_le_sq_mul_sq` in `overlap_cauchy_schwarz`. Inserting $\Psi_A$ and $\Psi_B$ and rewriting all three inner products with the overlap formula produces `gram_bound`. For orthonormal orbitals both determinants on the right are $\det 1=1$, so $|\det(A^\dagger B)|^2\le1$. The modulus is nonnegative, and `nlinarith` concludes that it is at most one.

## When the modulus equals one

Let $S=A^\dagger B$, the matrix of overlaps between the two orbital sets; this is not the atomic-orbital overlap matrix that often carries the same letter. Suppose $|\det S|=1$. The matrix $S^\dagger S$ is positive semidefinite, with eigenvalues $\lambda_i\ge0$ and

$$\prod_i\lambda_i=\det(S^\dagger S)=|\det S|^2=1 .$$

No eigenvalue can vanish, so the logarithms exist, and $\log\lambda\le\lambda-1$ gives

$$0=\sum_i\log\lambda_i\le\sum_i(\lambda_i-1)=\operatorname{tr}(S^\dagger S)-N .$$

Hence $\operatorname{tr}(S^\dagger S)\ge N$, which is `card_le_trace`.

Next take the part of the orbitals of $B$ that lies outside the span of $A$, namely $D=B-AS$. With $A^\dagger A=B^\dagger B=1$ and $B^\dagger A=S^\dagger$,

$$D^\dagger D=B^\dagger B-B^\dagger AS-S^\dagger A^\dagger B+S^\dagger A^\dagger AS
=1-S^\dagger S .$$

Therefore $\operatorname{tr}(D^\dagger D)=N-\operatorname{tr}(S^\dagger S)\le0$. But this trace is $\sum_{p,j}|D_{pj}|^2\ge0$, so it vanishes and $D=0$. It follows that $B=AS$ and $S^\dagger S=1$, and $U=S$ is the required unitary matrix. In the Lean proof, `hD` is the expansion of $D^\dagger D$, `hz` combines the two inequalities for the trace, and `h0` concludes that $D$ is zero.

Conversely, if $B=AU$ with $U$ unitary, then $A^\dagger B=U$. Taking determinants in $U^\dagger U=1$ gives $|\det U|^2=1$, hence $|\det U|=1$.

Physically, $B=AU$ means that both sets span the same occupied space. The product rule for determinants then gives $\Psi_B=\det(U)\,\Psi_A$, so the two states differ only by a phase.

## One rotated orbital

`rotated_orbital_witness` treats two electrons in three basis states. The first orbital is common to both determinants, and the second is rotated towards the empty state by an angle with cosine $c$ and sine $s$:

$$A=\begin{pmatrix}1&0\\0&1\\0&0\end{pmatrix},\qquad
B=\begin{pmatrix}1&0\\0&c\\0&s\end{pmatrix},\qquad
A^\dagger B=\begin{pmatrix}1&0\\0&c\end{pmatrix}.$$

Here $B^\dagger B=\operatorname{diag}(1,c^2+s^2)=1$, and the overlap is $c$. Lean checks the two orthonormality conditions entry by entry with `fin_cases` and evaluates the determinant with `Matrix.det_fin_two`. As the angle varies, the overlap takes every real value from $-1$ to $1$, including zero when the second orbital has moved entirely into the formerly empty state.
